# In a 2D harmonic trap with inverse-square repulsion, each angular momentum m ≥ 0 is alone lowest in orbital energy among all m ≥ 0 at some magnetic field

The model is orbital motion in a two-dimensional harmonic trap of frequency ω₀, with a perpendicular magnetic field and an inverse-square repulsion ħ²g/(2μr²), where μ is the mass and g > 0. Energies are in units of ħΩ, with Ω = √(ω₀² + ω_c²/4) and ω_c the cyclotron frequency. The sign of m is chosen so that the field lowers the levels with m > 0. Without the constant zero-point term, the lowest radial level at angular momentum m then has the reduced energy √(m² + g) − t·m, where t = ω_c/(2Ω) is the reduced field.

The theorem `every_m_is_ground` says that for every natural number m there is a t strictly between 0 and 1 at which m has strictly lower reduced energy than every other natural number. The proof splits on m. For m = 0 it takes t to be half the first crossing field and uses the inequality `crossing_supports`, and for a successor it takes the midpoint between two successive crossing fields and applies `ground_unique`.

An attempt in Lean 4 with a fault in it:

```lean
import Mathlib

open Filter Topology

namespace SingletTripletOscillations

noncomputable section

/-- Effective angular momentum `√(x² + g)` for angular momentum `x` and inverse-square
repulsion of strength `g`. -/
def effMom (g x : ℝ) : ℝ := √(x ^ 2 + g)

/-- Lowest radial level at angular momentum `x`, in units of the effective confinement frequency and
without the constant zero-point term; `t` is the reduced magnetic field. -/
def reducedEnergy (g t x : ℝ) : ℝ := effMom g x - t * x

/-- The reduced field at which the levels `m` and `m + 1` cross. -/
def crossing (g : ℝ) (m : ℕ) : ℝ := effMom g ((m : ℝ) + 1) - effMom g m

variable {g t : ℝ}

/-- Every crossing field lies strictly between 0 and 1. -/
theorem crossing_mem_Ioo (hg : 0 < g) (m : ℕ) : crossing g m ∈ Set.Ioo (0 : ℝ) 1 := by
  have hm : (0 : ℝ) ≤ m := m.cast_nonneg
  have sq : ∀ x : ℝ, effMom g x ^ 2 = x ^ 2 + g := fun x => Real.sq_sqrt (by positivity)
  have pos : ∀ x : ℝ, 0 < effMom g x := fun x => Real.sqrt_pos.2 (by positivity)
  have a := sq m
  have b := sq ((m : ℝ) + 1)
  have hxa : (m : ℝ) < effMom g m :=
    lt_of_pow_lt_pow_left₀ 2 (pos _).le (by rw [a]; linarith)
  have h0 : effMom g m < effMom g ((m : ℝ) + 1) :=
    lt_of_pow_lt_pow_left₀ 2 (pos _).le (by rw [a, b]; nlinarith)
  have h1 : effMom g ((m : ℝ) + 1) < effMom g m + 1 :=
    lt_of_pow_lt_pow_left₀ 2 (by linarith [pos m]) (by rw [b]; nlinarith)
  unfold crossing
  exact ⟨by linarith, by linarith⟩

/-- Successive level crossings occur at strictly increasing reduced fields. -/
theorem crossing_strictMono (hg : 0 < g) : StrictMono (crossing g) := by
  refine strictMono_nat_of_lt_succ fun m => ?_
  have hm : (0 : ℝ) ≤ m := m.cast_nonneg
  have sq : ∀ x : ℝ, effMom g x ^ 2 = x ^ 2 + g := fun x => Real.sq_sqrt (by positivity)
  have pos : ∀ x : ℝ, 0 < effMom g x := fun x => Real.sqrt_pos.2 (by positivity)
  have a := sq m
  have b := sq ((m : ℝ) + 1)
  have c := sq ((m : ℝ) + 1 + 1)
  have pa := pos m
  have pc := pos ((m : ℝ) + 1 + 1)
  -- the product of the outer terms exceeds its value without repulsion by more than `g`
  have hac : (m : ℝ) * (m + 2) + g < effMom g m * effMom g ((m : ℝ) + 1 + 1) :=
    lt_of_pow_lt_pow_left₀ 2 (by positivity) (by rw [mul_pow, a, c]; nlinarith)
  have h : 2 * effMom g ((m : ℝ) + 1) < effMom g m + effMom g ((m : ℝ) + 1 + 1) :=
    lt_of_pow_lt_pow_left₀ 2 (by positivity) (by rw [mul_pow, b]; nlinarith)
  unfold crossing
  push_cast
  linarith

/-- The line through the effective angular momenta at `m` and `m + 1` lies nowhere above
the effective angular momentum at natural `k`. -/
theorem crossing_supports (hg : 0 < g) (m k : ℕ) :
    ((k : ℝ) - m) * crossing g m ≤ effMom g k - effMom g m := by
  have step : ∀ j : ℕ, effMom g ((j + 1 : ℕ) : ℝ) = effMom g j + crossing g j := by
    intro j
    unfold crossing
    push_cast
    ring
  rcases le_total m k with h | h
  · induction k, h using Nat.le_induction with
    | base => simp
    | succ k hk ih =>
      have h1 := (crossing_strictMono hg).monotone hk
      rw [step k]
      push_cast
      nlinarith
  · induction m, h using Nat.le_induction with
    | base => simp
    | succ m hm ih =>
      have h1 : crossing g m ≤ crossing g (m + 1) :=
        (crossing_strictMono hg).monotone (Nat.le_succ m)
      have h2 : (k : ℝ) ≤ m := by exact_mod_cast hm
      rw [step m]
      push_cast
      nlinarith [mul_nonneg (show (0 : ℝ) ≤ m + 1 - k by linarith) (sub_nonneg.2 h1)]

/-- Strictly between two successive crossings, angular momentum `m + 1` is the unique minimizer of
the reduced energy over the naturals. -/
theorem ground_unique (hg : 0 < g) {m : ℕ} (h1 : crossing g m < t)
    (h2 : t < crossing g (m + 1)) (k : ℕ) (hk : k ≠ m + 1) :
    reducedEnergy g t ((m + 1 : ℕ) : ℝ) < reducedEnergy g t k := by
  have s1 := crossing_supports hg m k
  have s2 := crossing_supports hg (m + 1) k
  have hR : crossing g m = effMom g ((m : ℝ) + 1) - effMom g m := rfl
  unfold reducedEnergy
  push_cast at s2 ⊢
  rcases lt_or_gt_of_ne hk with h | h
  · have h' : (k : ℝ) < (m : ℝ) + 1 := by exact_mod_cast h
    nlinarith [mul_pos (sub_pos.2 h') (sub_pos.2 h1)]
  · have h' : (m : ℝ) + 1 < (k : ℝ) := by exact_mod_cast h
    nlinarith [mul_pos (sub_pos.2 h') (sub_pos.2 h2)]

/-- Every natural angular momentum is the unique minimizer of the reduced energy over the naturals
at some reduced field between 0 and 1. -/
theorem every_m_is_ground (hg : 0 < g) (m : ℕ) :
    ∃ t ∈ Set.Ioo (0 : ℝ) 1, ∀ k : ℕ, k ≠ m →
      reducedEnergy g t m < reducedEnergy g t k := by
  cases m with
  | zero =>
    have h := crossing_mem_Ioo hg 0
    refine ⟨crossing g 0 / 2, ⟨by linarith [h.1], by linarith [h.1, h.2]⟩, fun k hk => ?_⟩
    have hk' : (0 : ℝ) < k := by exact_mod_cast Nat.pos_of_ne_zero hk
    have s := crossing_supports hg 0 k
    unfold reducedEnergy
    nlinarith [mul_pos hk' h.1, (Nat.cast_zero : ((0 : ℕ) : ℝ) = 0)]
  | succ m =>
    have h := crossing_mem_Ioo hg m
    have h' := crossing_mem_Ioo hg (m + 1)
    have hlt : crossing g m < crossing g (m + 1) := crossing_strictMono hg (Nat.lt_succ_self m)
    exact ⟨(crossing g m + crossing g (m + 1)) / 2,
      ⟨by linarith [h.1, h'.1], by linarith [h.2, h'.2]⟩,
      ground_unique hg (by linarith) (by linarith)⟩

end

end SingletTripletOscillations
```

Compiling this gives:

```
Main.lean:113:4: error: linarith failed to find a contradiction
case zero
g : ℝ
hg : 0 < g
h : crossing g 0 ∈ Set.Ioo 0 1
k : ℕ
hk : k ≠ 0
hk' : 0 < ↑k
s : (↑k - ↑0) * crossing g 0 ≤ effMom g ↑k - effMom g ↑0
a✝ : effMom g ↑k - crossing g 0 / 2 * ↑k ≤ effMom g ↑0 - crossing g 0 / 2 * ↑0
⊢ False
failed
```

This version goes through:

```diff
@@ -111,5 +111,6 @@
     have s := crossing_supports hg 0 k
     unfold reducedEnergy
-    nlinarith [mul_pos hk' h.1, (Nat.cast_zero : ((0 : ℕ) : ℝ) = 0)]
+    push_cast at s ⊢
+    nlinarith [mul_pos hk' h.1]
   | succ m =>
     have h := crossing_mem_Ioo hg m
```

Diagnosis. The error is in the case m = 0, where `nlinarith` found no contradiction between the hypotheses and the negated goal. Both `s` and the negated goal contain `↑0`, the natural number 0 cast to the reals, which the arithmetic search does not replace by the real number 0. Adding the two inequalities therefore leaves a term `↑0 * crossing g 0` besides the useful `↑k * crossing g 0`.

The hint `Nat.cast_zero` does say that `↑0` equals 0, but as a separate equation. To remove the extra term, that equation would have to be multiplied by `crossing g 0`, and this is not among the products `nlinarith` forms from the facts it has here.

The new line `push_cast at s ⊢` rewrites `↑0` to `0` in both `s` and the goal, so the extra term vanishes. The two inequalities now give `↑k * crossing g 0 ≤ 0`, which contradicts the remaining hint `mul_pos hk' h.1`. Dropping the `Nat.cast_zero` hint is mere tidying, since the rewriting has done its work.
